# Entropy balance and the energy zero in a one-dimensional conductor

A: Take a one-dimensional conductor with temperature \(T>0\), entropy density \(s\), energy density \(u\) and energy current \(J_E\). Each particle species \(k\), of finitely many, has chemical potential \(\mu_k\), number density \(n_k\) and particle current \(J_k\). If the fields are differentiable, obey the local Gibbs relation and conserve energy and each species, then

\[
\frac{\partial s}{\partial t}+\frac{\partial}{\partial x}\frac{J_Q}{T}=\sigma,\qquad
\sigma=J_Q\frac{\partial}{\partial x}\frac1T-\sum_k\frac{J_k}{T}\frac{\partial\mu_k}{\partial x},\qquad
J_Q=J_E-\sum_k\mu_kJ_k .
\]

The heat current \(J_Q\) and the production \(\sigma\) do not change when the energy zero of any species is moved.

Q: Show me the balance by hand first. Where does thermodynamics enter?

A: In one line. The Gibbs relation is \(T\,\partial_t s=\partial_t u-\sum_k\mu_k\,\partial_t n_k\). Continuity says \(\partial_t u=-\partial_xJ_E\) and \(\partial_t n_k=-\partial_xJ_k\), so

\[
T\,\partial_t s=-\partial_xJ_E+\sum_k\mu_k\,\partial_xJ_k .
\]

The product rule gives

\[
\partial_xJ_Q=\partial_xJ_E-\sum_k\mu_k\,\partial_xJ_k-\sum_kJ_k\,\partial_x\mu_k
=-T\,\partial_t s-\sum_kJ_k\,\partial_x\mu_k .
\]

Hence

\[
\partial_x\frac{J_Q}{T}=J_Q\,\partial_x\frac1T+\frac1T\,\partial_xJ_Q
=J_Q\,\partial_x\frac1T-\partial_t s-\sum_k\frac{J_k}{T}\,\partial_x\mu_k ,
\]

and moving \(\partial_t s\) to the left gives the balance.

Q: What are the fields in Lean?

A: Real functions of position and time, in that order. `ddx` and `ddt` are the partial derivatives, and `JN k` is \(J_k\).

```lean
import Mathlib

open MeasureTheory

namespace ThermoelectricEntropyBalance

noncomputable section

/-- The partial derivative of a field `f x t` with respect to position. -/
def ddx (f : ℝ → ℝ → ℝ) (x t : ℝ) : ℝ := deriv (fun y => f y t) x

/-- The partial derivative of a field `f x t` with respect to time. -/
def ddt (f : ℝ → ℝ → ℝ) (x t : ℝ) : ℝ := deriv (fun τ => f x τ) t

/-- Fields of position and time in a one-dimensional conductor: temperature, entropy density,
energy density and energy current, and for each species its chemical potential, number density
and particle current. -/
structure TransportFields (ι : Type*) where
  T : ℝ → ℝ → ℝ
  s : ℝ → ℝ → ℝ
  u : ℝ → ℝ → ℝ
  JE : ℝ → ℝ → ℝ
  mu : ι → ℝ → ℝ → ℝ
  n : ι → ℝ → ℝ → ℝ
  JN : ι → ℝ → ℝ → ℝ
```

Q: And which physics is assumed?

A: Everything in `Balanced`. The field `gibbs` stands for local equilibrium: each point has a temperature and chemical potentials that tie its entropy rate to its energy and particle rates. It is imposed only on time derivatives, and no equation of state is required. The field `number` conserves each species separately, which excludes electron–hole recombination, for instance. All conditions hold on the whole line and at all times.

```lean
variable {ι : Type*} [Fintype ι]

/-- Differentiable fields with positive temperature that obey the local Gibbs relation and the
continuity equations for energy and for each species. -/
structure Balanced (F : TransportFields ι) : Prop where
  pos : ∀ x t, 0 < F.T x t
  diff_T : ∀ x t, DifferentiableAt ℝ (fun y => F.T y t) x
  diff_JE : ∀ x t, DifferentiableAt ℝ (fun y => F.JE y t) x
  diff_mu : ∀ k x t, DifferentiableAt ℝ (fun y => F.mu k y t) x
  diff_JN : ∀ k x t, DifferentiableAt ℝ (fun y => F.JN k y t) x
  diff_s : ∀ x t, DifferentiableAt ℝ (fun τ => F.s x τ) t
  diff_u : ∀ x t, DifferentiableAt ℝ (fun τ => F.u x τ) t
  diff_n : ∀ k x t, DifferentiableAt ℝ (fun τ => F.n k x τ) t
  gibbs : ∀ x t, F.T x t * ddt F.s x t = ddt F.u x t - ∑ k, F.mu k x t * ddt (F.n k) x t
  energy : ∀ x t, ddt F.u x t + ddx F.JE x t = 0
  number : ∀ k x t, ddt (F.n k) x t + ddx (F.JN k) x t = 0
```

Q: In a real wire the carriers are charged. Where is the electric field?

A: That is the step you must supply. In a static potential, read \(\mu_k\) as the electrochemical potential, and let \(u\) and \(J_E\) include the carriers' potential energy. The terms \(-(J_k/T)\,\partial_x\mu_k\) then include the entropy produced by Joule heating, which is the Joule heat divided by \(T\). If \(u\) and \(J_E\) leave that energy out, the field's work is a source, and `energy` fails wherever the net work is nonzero.

Q: Could the production have been defined as the left side of the balance, making the theorem empty?

A: No. It is defined by currents and gradients, with no entropy in it:

```lean
/-- The heat current: the energy current less the chemical energy carried by the particles. -/
def heatCurrent (F : TransportFields ι) (x t : ℝ) : ℝ :=
  F.JE x t - ∑ k, F.mu k x t * F.JN k x t

/-- Heat current times the gradient of `1/T`, less each particle current over `T` times the
gradient of its chemical potential; meant for nonzero temperature. -/
def production (F : TransportFields ι) (x t : ℝ) : ℝ :=
  heatCurrent F x t * ddx (fun y τ => 1 / F.T y τ) x t
    - ∑ k, F.JN k x t / F.T x t * ddx (F.mu k) x t
```

The name `production` carries no sign. Nonnegativity does not follow from `Balanced`. It takes a further assumption, such as a linear law relating currents to gradients whose coefficient matrix makes \(\sigma\) a nonnegative quadratic form. None is made here; nor do Onsager's reciprocal relations enter.

Q: How does the Lean proof follow your calculation?

A: The first lemma differentiates \(1/T\), using \(T>0\). In the second, `hQ` is the product rule for \(J_Q\), `hsum` replaces the particle rates by current gradients, and `hs` solves the Gibbs relation for \(\partial_t s\). `hp` takes \(1/T\) out of the sum, and `ring` collects the terms.

```lean
/-- For balanced fields the inverse temperature is differentiable in position. -/
theorem hasDerivAt_invT {F : TransportFields ι} (h : Balanced F) (x t : ℝ) :
    HasDerivAt (fun y => 1 / F.T y t) (ddx (fun y τ => 1 / F.T y τ) x t) x :=
  ((hasDerivAt_const x (1 : ℝ)).fun_div (h.diff_T x t).hasDerivAt
    (h.pos x t).ne').differentiableAt.hasDerivAt

/-- For balanced fields the gradient of the entropy current `J_Q/T` is the production less the
local rate of change of the entropy density. -/
theorem hasDerivAt_entropyCurrent {F : TransportFields ι} (h : Balanced F) (x t : ℝ) :
    HasDerivAt (fun y => heatCurrent F y t / F.T y t)
      (production F x t - ddt F.s x t) x := by
  have hne : F.T x t ≠ 0 := (h.pos x t).ne'
  -- product rule for the heat current
  have hQ : HasDerivAt (fun y => heatCurrent F y t)
      (ddx F.JE x t - ∑ k, (ddx (F.mu k) x t * F.JN k x t
        + F.mu k x t * ddx (F.JN k) x t)) x :=
    (h.diff_JE x t).hasDerivAt.fun_sub (HasDerivAt.fun_sum fun k _ =>
      (h.diff_mu k x t).hasDerivAt.fun_mul (h.diff_JN k x t).hasDerivAt)
  have hfun : (fun y => heatCurrent F y t / F.T y t)
      = fun y => heatCurrent F y t * (1 / F.T y t) := by
    funext y
    ring
  rw [hfun]
  refine (hQ.fun_mul (hasDerivAt_invT h x t)).congr_deriv ?_
  -- the Gibbs relation and continuity give the entropy rate through the currents
  have hsum : ∑ k, F.mu k x t * ddt (F.n k) x t
      = -∑ k, F.mu k x t * ddx (F.JN k) x t := by
    rw [← Finset.sum_neg_distrib]
    exact Finset.sum_congr rfl fun k _ => by
      linear_combination F.mu k x t * h.number k x t
  have hs : ddt F.s x t
      = (-ddx F.JE x t + ∑ k, F.mu k x t * ddx (F.JN k) x t) / F.T x t := by
    rw [eq_div_iff hne]
    linear_combination h.gibbs x t + h.energy x t - hsum
  have hp : ∑ k, F.JN k x t / F.T x t * ddx (F.mu k) x t
      = (∑ k, ddx (F.mu k) x t * F.JN k x t) / F.T x t := by
    rw [Finset.sum_div]
    exact Finset.sum_congr rfl fun k _ => by ring
  rw [production, hs, hp, Finset.sum_add_distrib]
  ring
```

The balance then follows by rearrangement, with the production written out in the statement.

```lean
/-- Local entropy balance: for balanced fields, the rate of change of the entropy density plus
the divergence of `J_Q/T` equals `J_Q ∂(1/T)/∂x - ∑ (J_k/T) ∂μ_k/∂x`. -/
theorem entropy_balance {F : TransportFields ι} (h : Balanced F) (x t : ℝ) :
    ddt F.s x t + ddx (fun y τ => heatCurrent F y τ / F.T y τ) x t
      = heatCurrent F x t * ddx (fun y τ => 1 / F.T y τ) x t
        - ∑ k, F.JN k x t / F.T x t * ddx (F.mu k) x t := by
  have e : ddx (fun y τ => heatCurrent F y τ / F.T y τ) x t
      = production F x t - ddt F.s x t := (hasDerivAt_entropyCurrent h x t).deriv
  rw [e, production]
  ring
```

Q: An experiment sees a piece of wire, not a point.

A: Integrate \(\partial_x(J_Q/T)=\sigma-\partial_t s\) from \(a\) to \(b\):

\[
\int_a^b\partial_t s\,dx=\frac{J_Q}{T}\bigg|_a-\frac{J_Q}{T}\bigg|_b+\int_a^b\sigma\,dx .
\]

For \(a<b\) the end terms are entropy inflow and outflow. Integrability of \(\partial_t s\) and \(\sigma\) over the segment is assumed, since differentiability alone does not supply it. The proof applies the fundamental theorem of calculus to the second lemma.

```lean
/-- Entropy balance of a segment: for balanced fields with integrable entropy rate and production,
the integral of the entropy rate from `a` to `b` is the value of `J_Q/T` at `a`, less its value at
`b`, plus the integral of the production from `a` to `b`. -/
theorem segment_entropy_balance {F : TransportFields ι} (h : Balanced F) (a b t : ℝ)
    (hs : IntervalIntegrable (fun x => ddt F.s x t) volume a b)
    (hp : IntervalIntegrable (fun x => production F x t) volume a b) :
    ∫ x in a..b, ddt F.s x t = heatCurrent F a t / F.T a t - heatCurrent F b t / F.T b t
      + ∫ x in a..b, production F x t := by
  have key : ∫ x in a..b, (production F x t - ddt F.s x t)
      = heatCurrent F b t / F.T b t - heatCurrent F a t / F.T a t :=
    intervalIntegral.integral_eq_sub_of_hasDerivAt
      (fun x _ => hasDerivAt_entropyCurrent h x t) (hp.sub hs)
  rw [intervalIntegral.integral_sub hp hs] at key
  linarith
```

Q: Some texts pair \(J_E\), not \(J_Q\), with the gradient of \(1/T\). Is that a different production?

A: It is the same one, provided that the particle forces change too. Since \(\partial_x(\mu_k/T)=(1/T)\,\partial_x\mu_k+\mu_k\,\partial_x(1/T)\),

\[
J_E\,\partial_x\frac1T-\sum_kJ_k\,\partial_x\frac{\mu_k}{T}
=\Big(J_E-\sum_k\mu_kJ_k\Big)\partial_x\frac1T-\sum_k\frac{J_k}{T}\,\partial_x\mu_k=\sigma .
\]

In Lean, `hk` is the product rule and `hsum` its sum over species.

```lean
/-- For balanced fields the production also equals the energy current times the gradient of
`1/T`, less each particle current times the gradient of `μ_k/T`. -/
theorem production_energy_form {F : TransportFields ι} (h : Balanced F) (x t : ℝ) :
    production F x t = F.JE x t * ddx (fun y τ => 1 / F.T y τ) x t
      - ∑ k, F.JN k x t * ddx (fun y τ => F.mu k y τ / F.T y τ) x t := by
  have hk : ∀ k, ddx (fun y τ => F.mu k y τ / F.T y τ) x t
      = ddx (F.mu k) x t * (1 / F.T x t)
        + F.mu k x t * ddx (fun y τ => 1 / F.T y τ) x t := by
    intro k
    have hfun : (fun y => F.mu k y t / F.T y t) = fun y => F.mu k y t * (1 / F.T y t) := by
      funext y
      ring
    have hd : HasDerivAt (fun y => F.mu k y t / F.T y t)
        (ddx (F.mu k) x t * (1 / F.T x t)
          + F.mu k x t * ddx (fun y τ => 1 / F.T y τ) x t) x := by
      rw [hfun]
      exact (h.diff_mu k x t).hasDerivAt.fun_mul (hasDerivAt_invT h x t)
    exact hd.deriv
  have hsum : ∑ k, F.JN k x t * ddx (fun y τ => F.mu k y τ / F.T y τ) x t
      = ∑ k, F.JN k x t / F.T x t * ddx (F.mu k) x t
        + (∑ k, F.mu k x t * F.JN k x t) * ddx (fun y τ => 1 / F.T y τ) x t := by
    rw [Finset.sum_mul, ← Finset.sum_add_distrib]
    exact Finset.sum_congr rfl fun k _ => by
      rw [hk k]
      ring
  rw [hsum, production, heatCurrent]
  ring
```

Q: Now the energy zero. What exactly is shifted?

A: Each species gets a constant \(c_k\), the same at all positions and times:

\[
\mu_k\to\mu_k+c_k,\qquad u\to u+\sum_kc_kn_k,\qquad J_E\to J_E+\sum_kc_kJ_k .
\]

```lean
/-- A change of the energy zero by `c k` per particle of species `k`, applied to the chemical
potentials, the energy density and the energy current. -/
def shift (F : TransportFields ι) (c : ι → ℝ) : TransportFields ι :=
  { F with
    mu := fun k x t => F.mu k x t + c k
    u := fun x t => F.u x t + ∑ k, c k * F.n k x t
    JE := fun x t => F.JE x t + ∑ k, c k * F.JN k x t }
```

Q: Do the shifted fields still obey the laws?

A: Yes. In the Gibbs relation, \(\sum_kc_k\,\partial_t n_k\) is added through \(u\) and subtracted through \(\mu_k\). The energy equation gains \(\sum_kc_k(\partial_t n_k+\partial_xJ_k)\), which is zero. The proof computes the two new derivatives in `eu` and `eE`, then makes these cancellations with `linear_combination`.

```lean
/-- Balanced fields stay balanced when the energy zero of each species is changed. -/
theorem balanced_shift {F : TransportFields ι} (h : Balanced F) (c : ι → ℝ) :
    Balanced (shift F c) := by
  have hu : ∀ x t, HasDerivAt (fun τ => (shift F c).u x τ)
      (ddt F.u x t + ∑ k, c k * ddt (F.n k) x t) t := fun x t =>
    (h.diff_u x t).hasDerivAt.fun_add (HasDerivAt.fun_sum fun k _ =>
      (h.diff_n k x t).hasDerivAt.const_mul (c k))
  have hE : ∀ x t, HasDerivAt (fun y => (shift F c).JE y t)
      (ddx F.JE x t + ∑ k, c k * ddx (F.JN k) x t) x := fun x t =>
    (h.diff_JE x t).hasDerivAt.fun_add (HasDerivAt.fun_sum fun k _ =>
      (h.diff_JN k x t).hasDerivAt.const_mul (c k))
  have eu : ∀ x t, ddt (shift F c).u x t
      = ddt F.u x t + ∑ k, c k * ddt (F.n k) x t := fun x t => (hu x t).deriv
  have eE : ∀ x t, ddx (shift F c).JE x t
      = ddx F.JE x t + ∑ k, c k * ddx (F.JN k) x t := fun x t => (hE x t).deriv
  refine ⟨h.pos, h.diff_T, fun x t => (hE x t).differentiableAt,
    fun k x t => ((h.diff_mu k x t).hasDerivAt.add_const (c k)).differentiableAt,
    h.diff_JN, h.diff_s, fun x t => (hu x t).differentiableAt, h.diff_n, ?_, ?_, h.number⟩
  · intro x t
    rw [eu]
    change F.T x t * ddt F.s x t = _ - ∑ k, (F.mu k x t + c k) * ddt (F.n k) x t
    simp only [add_mul, Finset.sum_add_distrib]
    linear_combination h.gibbs x t
  · intro x t
    -- the added energy is carried by conserved particles
    have hc : ∑ k, c k * ddt (F.n k) x t + ∑ k, c k * ddx (F.JN k) x t = 0 := by
      rw [← Finset.sum_add_distrib]
      exact Finset.sum_eq_zero fun k _ => by linear_combination c k * h.number k x t
    rw [eu, eE]
    linear_combination h.energy x t + hc
```

The heat current keeps its value because

\[
J_E+\sum_kc_kJ_k-\sum_k(\mu_k+c_k)J_k=J_Q ,
\]

and \(\partial_x(\mu_k+c_k)=\partial_x\mu_k\) does the same for \(\sigma\). These are `hQ` and `hmu`; neither needs `Balanced`.

```lean
/-- The heat current and the production do not depend on the choice of the energy zero of
each species. -/
theorem shift_invariance (F : TransportFields ι) (c : ι → ℝ) (x t : ℝ) :
    heatCurrent (shift F c) x t = heatCurrent F x t ∧
      production (shift F c) x t = production F x t := by
  have hQ : heatCurrent (shift F c) x t = heatCurrent F x t := by
    simp only [heatCurrent, shift, add_mul, Finset.sum_add_distrib]
    ring
  have hmu : ∀ k, ddx ((shift F c).mu k) x t = ddx (F.mu k) x t := by
    intro k
    simp [ddx, shift, deriv_add_const]
  refine ⟨hQ, ?_⟩
  unfold production
  rw [hQ]
  simp only [hmu]
  rfl
```

Q: Where would I meet this?

A: In thermoelectric calculations from electronic bands, where the zero of the band energies is a convention: in this one-dimensional continuum model \(J_E\) generally depends on that choice, while \(J_Q\) and \(\sigma\) do not.

Q: Can all those hypotheses be satisfied with nonzero gradients?

A: Here is a one-species example in dimensionless form, chosen for consistency and not as a model of a material; its number density is even negative for \(t<0\). It has \(T=1+x^2\), \(\mu=x^2\), \(s=n=t\), \(u=(1+2x^2)t\), \(J_E=-x-\tfrac23x^3\) and particle current \(J=-x\).

```lean
/-- Explicit one-species fields with `T = 1 + x²`, `μ = x²` and densities growing in time. -/
def heatedRod : TransportFields Unit where
  T := fun x _ => 1 + x ^ 2
  s := fun _ t => t
  u := fun x t => (1 + 2 * x ^ 2) * t
  JE := fun x _ => -x - 2 / 3 * x ^ 3
  mu := fun _ x _ => x ^ 2
  n := fun _ _ t => t
  JN := fun _ x _ => -x
```

The Gibbs relation reads \(1+x^2=(1+2x^2)-x^2\). The continuity equations read \((1+2x^2)+(-1-2x^2)=0\) and \(1-1=0\). With \(J_Q=-x+\tfrac13x^3\) and \(\partial_x(1/T)=-2x/(1+x^2)^2\),

\[
\sigma=\frac{2x^2-\tfrac23x^4}{(1+x^2)^2}+\frac{2x^2}{1+x^2}
=\frac{4x^2+\tfrac43x^4}{(1+x^2)^2}.
\]

The Lean proof computes the derivatives first, checks each condition, and finishes the fraction with `field_simp` and `ring`.

```lean
/-- The fields `heatedRod` are balanced, and their production is
`(4x² + 4x⁴/3)/(1 + x²)²`. -/
theorem heatedRod_witness : Balanced heatedRod ∧
    ∀ x t, production heatedRod x t = (4 * x ^ 2 + 4 / 3 * x ^ 4) / (1 + x ^ 2) ^ 2 := by
  have hsq : ∀ x : ℝ, HasDerivAt (fun y : ℝ => y ^ 2) (2 * x) x := fun x =>
    (hasDerivAt_pow 2 x).congr_deriv (by simp)
  have hT : ∀ x : ℝ, HasDerivAt (fun y : ℝ => 1 + y ^ 2) (2 * x) x := fun x =>
    (hsq x).const_add 1
  have hu : ∀ x t : ℝ, HasDerivAt (fun τ : ℝ => (1 + 2 * x ^ 2) * τ) (1 + 2 * x ^ 2) t :=
    fun x t => ((hasDerivAt_id' t).const_mul (1 + 2 * x ^ 2)).congr_deriv (mul_one _)
  have hJ : ∀ x : ℝ, HasDerivAt (fun y : ℝ => -y) (-1) x := fun x => (hasDerivAt_id' x).fun_neg
  have hE : ∀ x : ℝ, HasDerivAt (fun y : ℝ => -y - 2 / 3 * y ^ 3) (-1 - 2 * x ^ 2) x :=
    fun x => ((hJ x).fun_sub ((hasDerivAt_pow 3 x).const_mul (2 / 3))).congr_deriv (by
      change -1 - 2 / 3 * (((3 : ℕ) : ℝ) * x ^ 2) = -1 - 2 * x ^ 2
      push_cast
      ring)
  have es : ∀ x t, ddt heatedRod.s x t = 1 := fun _ t => (hasDerivAt_id' t).deriv
  have en : ∀ k x t, ddt (heatedRod.n k) x t = 1 := fun _ _ t => (hasDerivAt_id' t).deriv
  have eu : ∀ x t, ddt heatedRod.u x t = 1 + 2 * x ^ 2 := fun x t => (hu x t).deriv
  have eE : ∀ x t, ddx heatedRod.JE x t = -1 - 2 * x ^ 2 := fun x _ => (hE x).deriv
  have eJ : ∀ k x t, ddx (heatedRod.JN k) x t = -1 := fun _ x _ => (hJ x).deriv
  have em : ∀ k x t, ddx (heatedRod.mu k) x t = 2 * x := fun _ x _ => (hsq x).deriv
  have hpos : ∀ x : ℝ, 0 < 1 + x ^ 2 := fun x => by positivity
  refine ⟨⟨fun x _ => hpos x, fun x _ => (hT x).differentiableAt,
    fun x _ => (hE x).differentiableAt, fun _ x _ => (hsq x).differentiableAt,
    fun _ x _ => (hJ x).differentiableAt, fun _ t => (hasDerivAt_id' t).differentiableAt,
    fun x t => (hu x t).differentiableAt, fun _ _ t => (hasDerivAt_id' t).differentiableAt,
    ?_, ?_, ?_⟩, ?_⟩
  · intro x t
    rw [es, eu]
    simp only [en, Finset.univ_unique, Finset.sum_singleton]
    change (1 + x ^ 2) * 1 = 1 + 2 * x ^ 2 - x ^ 2 * 1
    ring
  · intro x t
    rw [eu, eE]
    ring
  · intro k x t
    rw [en, eJ]
    ring
  · intro x t
    have ei : ddx (fun y τ => 1 / heatedRod.T y τ) x t
        = (0 * (1 + x ^ 2) - 1 * (2 * x)) / (1 + x ^ 2) ^ 2 :=
      ((hasDerivAt_const x (1 : ℝ)).fun_div (hT x) (hpos x).ne').deriv
    have hne : 1 + x ^ 2 ≠ 0 := (hpos x).ne'
    unfold production heatCurrent
    rw [ei]
    simp only [em, Finset.univ_unique, Finset.sum_singleton]
    change (-x - 2 / 3 * x ^ 3 - x ^ 2 * -x)
        * ((0 * (1 + x ^ 2) - 1 * (2 * x)) / (1 + x ^ 2) ^ 2)
      - -x / (1 + x ^ 2) * (2 * x) = _
    field_simp
    ring

end

end ThermoelectricEntropyBalance
```

```lean
#print axioms ThermoelectricEntropyBalance.entropy_balance
#print axioms ThermoelectricEntropyBalance.segment_entropy_balance
#print axioms ThermoelectricEntropyBalance.balanced_shift
#print axioms ThermoelectricEntropyBalance.shift_invariance
```

```
'ThermoelectricEntropyBalance.entropy_balance' depends on axioms: [propext, Classical.choice, Quot.sound]
'ThermoelectricEntropyBalance.segment_entropy_balance' depends on axioms: [propext, Classical.choice, Quot.sound]
'ThermoelectricEntropyBalance.balanced_shift' depends on axioms: [propext, Classical.choice, Quot.sound]
'ThermoelectricEntropyBalance.shift_invariance' depends on axioms: [propext, Classical.choice, Quot.sound]
```
